# SP2 purification preserves the order of levels in [0,1]

An electronic-structure code that avoids diagonalisation can build the density matrix by purification. It shifts and scales the Hamiltonian to a matrix X whose eigenvalues, here called levels, lie between 0 and 1, with the lowest energies at the top. It then applies polynomials that drive the levels towards 0 (empty) or 1 (filled). In the SP2 scheme each step is either x ↦ x², which lowers the trace, or x ↦ 2x − x², which raises it, and the choice is usually made by comparing the trace with the number of orbitals to be filled. The sequence of choices therefore depends on the system and can look irregular. Could an unlucky sequence push a level past its neighbour, so that the wrong orbital is filled?

It can't, in exact arithmetic and for levels that start in [0,1]. This holds for every finite sequence of choices, whatever rule produced it.

```lean
import Mathlib

open Set Matrix

namespace SP2LevelOrder
```

## Two polynomials and their compositions

A step is one of two branches, named after what they do to an occupation in [0,1].

```lean
/-- The two choices available at each SP2 purification step. -/
inductive Branch
  | lower
  | raise
```

For a branch b, write b(x) for the updated value, `b.step x` in the code:

lower(x) = x²

raise(x) = 2x − x²

Both formulas need only addition, subtraction and multiplication, so the definition is made for any ring `R`. With `R` the real numbers, x is an occupation; with `R` the complex square matrices, it is the matrix being purified.

```lean
/-- The SP2 update: `lower` sends `x` to `x ^ 2`, and `raise` sends `x` to `2 * x - x ^ 2`. Here `x`
is an element of any ring, for example a real number or a square matrix. -/
def Branch.step {R : Type*} [Ring R] : Branch → R → R
  | .lower, x => x ^ 2
  | .raise, x => 2 * x - x ^ 2
```

Exchanging the two branches will turn out to be the exchange of particles and holes.

```lean
/-- The exchange of the two SP2 branches. -/
def Branch.swap : Branch → Branch
  | .lower => .raise
  | .raise => .lower
```

A run is a finite list l of branches. Write P(l, x) for its result, `purify l x` in the code. The empty list leaves x alone, and a list with first branch b and remainder l gives

P(b :: l, x) = P(l, b(x)).

The trace does not enter: a trace-controlled run is covered by taking l to be the list of choices it made.

```lean
/-- A purification run: the listed SP2 steps are applied one after another, head first. -/
def purify {R : Type*} [Ring R] : List Branch → R → R
  | [], x => x
  | b :: l, x => purify l (b.step x)
```

## Occupations in one step

Let 0 ≤ x ≤ 1, so that x(1 − x) ≥ 0. For the lowering branch,

0 ≤ x² = x − x(1 − x) ≤ x ≤ 1.

For the raising branch,

2x − x² = x + x(1 − x) ≥ 0

1 − (2x − x²) = (1 − x)² ≥ 0.

Both results stay in [0,1]. In Lean, `Icc 0 1` is this closed interval and `MapsTo` says that the map sends it into itself. The proof splits into the two branches and passes the product and the squares above to `nlinarith`.

```lean
/-- One SP2 step sends occupations in `[0,1]` to occupations in `[0,1]`. -/
theorem step_mapsTo (b : Branch) :
    MapsTo (fun x : ℝ => b.step x) (Icc 0 1) (Icc 0 1) := by
  intro x hx
  have h := mul_nonneg hx.1 (sub_nonneg.2 hx.2)
  cases b <;> simp only [Branch.step] <;> constructor <;>
    nlinarith [hx.1, hx.2, sq_nonneg x, sq_nonneg (1 - x)]
```

Now take 0 ≤ x < y ≤ 1. The differences factorise:

y² − x² = (y − x)(y + x)

(2y − y²) − (2x − x²) = (y − x)(2 − x − y).

The factor y − x is positive. So is y + x, because y > x ≥ 0, and so is 2 − x − y, because x < y ≤ 1. Each branch is therefore strictly increasing on [0,1], which is what `StrictMonoOn` expresses. The code establishes the sign of the second factor as `hs` and multiplies the two positive numbers.

```lean
/-- One SP2 step is strictly increasing on `[0,1]`. -/
theorem step_strictMonoOn (b : Branch) :
    StrictMonoOn (fun x : ℝ => b.step x) (Icc 0 1) := by
  intro x hx y hy hxy
  have hd : 0 < y - x := sub_pos.2 hxy
  cases b <;> simp only [Branch.step]
  · -- the difference is (y - x) (y + x)
    have hs : 0 < y + x := by linarith [hx.1]
    nlinarith [mul_pos hd hs]
  · -- the difference is (y - x) (2 - x - y)
    have hs : 0 < 2 - x - y := by linarith [hy.2]
    nlinarith [mul_pos hd hs]
```

## Occupations in a whole run

The rest is induction on the list. The empty run is the identity, for which everything is clear. For a run b :: l, the first step keeps x and y in [0,1] and keeps x < y, so the induction hypothesis for l applies to b(x) and b(y):

P(l, b(x)) < P(l, b(y)).

The end points are fixed because 0² = 0, 1² = 1, 2·0 − 0² = 0 and 2·1 − 1² = 1. The theorem proves all four properties in one induction. For monotonicity, `step_mapsTo` supplies the fact that b(x) and b(y) lie in [0,1], where the induction hypothesis applies.

```lean
/-- Any finite SP2 run maps `[0,1]` into itself, fixes the occupations 0 and 1, and is
strictly increasing on `[0,1]`. -/
theorem purify_preserves_order (l : List Branch) :
    MapsTo (fun x : ℝ => purify l x) (Icc 0 1) (Icc 0 1) ∧
      purify l (0 : ℝ) = 0 ∧ purify l (1 : ℝ) = 1 ∧
      StrictMonoOn (fun x : ℝ => purify l x) (Icc 0 1) := by
  induction l with
  | nil => exact ⟨fun _ hx => hx, rfl, rfl, fun _ _ _ _ h => h⟩
  | cons b l ih =>
    obtain ⟨hmaps, h0, h1, hmono⟩ := ih
    have b0 : b.step (0 : ℝ) = 0 := by cases b <;> norm_num [Branch.step]
    have b1 : b.step (1 : ℝ) = 1 := by cases b <;> norm_num [Branch.step]
    refine ⟨fun x hx => hmaps (step_mapsTo b hx), ?_, ?_, ?_⟩
    · rw [purify, b0, h0]
    · rw [purify, b1, h1]
    · intro x hx y hy hxy
      exact hmono (step_mapsTo b hx) (step_mapsTo b hy) (step_strictMonoOn b hx hy hxy)
```

Fixed end points and strict monotonicity have a consequence for fractional occupations. If 0 < x < 1, then

0 = P(l, 0) < P(l, x) < P(l, 1) = 1.

No finite run completely empties or fills a fractional level; it can only bring it close. `Ioo 0 1` is the open interval.

```lean
/-- An occupation strictly between 0 and 1 stays strictly between 0 and 1 after any finite
SP2 run. -/
theorem purify_fractional (l : List Branch) {x : ℝ} (hx : x ∈ Ioo (0 : ℝ) 1) :
    purify l x ∈ Ioo (0 : ℝ) 1 := by
  obtain ⟨-, h0, h1, hmono⟩ := purify_preserves_order l
  have hx' : x ∈ Icc (0 : ℝ) 1 := ⟨hx.1.le, hx.2.le⟩
  have hl : purify l (0 : ℝ) < purify l x := hmono (by simp) hx' hx.1
  have hr : purify l x < purify l (1 : ℝ) := hmono hx' (by simp) hx.2
  rw [h0] at hl
  rw [h1] at hr
  exact ⟨hl, hr⟩
```

## Particles and holes

Replacing x by 1 − x turns an occupation into a hole occupation. The two branches then change places:

raise(1 − x) = 2(1 − x) − (1 − x)² = 1 − x² = 1 − lower(x)

lower(1 − x) = (1 − x)² = 1 − (2x − x²) = 1 − raise(x).

Only x and 1 occur, and they commute, so the identities hold for matrices too. With b′ the exchanged branch and l′ the list of exchanged branches, induction gives

P(b′ :: l′, 1 − x) = P(l′, 1 − b(x)) = 1 − P(l, b(x)).

The induction hypothesis is needed at b(x) and not at x, which is the reason for `generalizing x`.

```lean
/-- Particle-hole duality: running the exchanged branches on `1 - x` gives one minus the
result of the original run on `x`, for numbers and matrices alike. -/
theorem purify_particle_hole {R : Type*} [Ring R] (l : List Branch) (x : R) :
    purify (l.map Branch.swap) (1 - x) = 1 - purify l x := by
  induction l generalizing x with
  | nil => rfl
  | cons b l ih =>
    have hb : b.swap.step (1 - x) = 1 - b.step x := by
      cases b <;> simp only [Branch.swap, Branch.step, two_mul, sq] <;> noncomm_ring
    rw [List.map_cons, purify, purify, hb, ih]
```

## From occupations to matrix eigenvectors

Suppose Xv = xv with x real. Then

X²v = X(xv) = x²v

(2X − X²)v = (2x − x²)v.

After one step v satisfies the eigenvalue equation of the new matrix, with the level given by the scalar map. Repeating this along the list gives

P(l, X)v = P(l, x)v.

In the code X is a complex matrix over a finite index set, `*ᵥ` is matrix times vector, and the real level is converted to a complex number before it multiplies v. The matrix need not be Hermitian, and v is not required to be nonzero; a physical orbital is a nonzero v, and it stays nonzero because it does not change. The lemma `h2` is the first line above, `hb` covers both branches, and the induction hypothesis is applied to the updated matrix and level.

```lean
variable {n : Type*} [Fintype n] [DecidableEq n]

/-- If `v` satisfies the eigenvalue equation of `X` with level `x`, then it satisfies that of
the purified matrix with the purified level. -/
theorem purify_mulVec (l : List Branch) (X : Matrix n n ℂ) (v : n → ℂ) (x : ℝ)
    (h : X *ᵥ v = (x : ℂ) • v) :
    purify l X *ᵥ v = ((purify l x : ℝ) : ℂ) • v := by
  induction l generalizing X x with
  | nil => exact h
  | cons b l ih =>
    -- the squared matrix acts on v by the squared level
    have h2 : (X ^ 2) *ᵥ v = ((x : ℂ) ^ 2) • v := by
      rw [sq, ← Matrix.mulVec_mulVec, h, Matrix.mulVec_smul, h, smul_smul, sq]
    have hb : b.step X *ᵥ v = ((b.step x : ℝ) : ℂ) • v := by
      cases b <;> simp only [Branch.step]
      · rw [h2, Complex.ofReal_pow]
      · rw [Matrix.sub_mulVec, two_mul X, Matrix.add_mulVec, h, h2]
        push_cast
        module
    exact ih (b.step X) (b.step x) hb
```

Take two such vectors v and w with levels x and y in [0,1]. Both go through the same run, and strict monotonicity gives

P(l, x) < P(l, y) exactly when x < y.

For a mean-field calculation in a finite orthonormal basis, this means that if a run brings the levels close to 0 and 1, those near 1 are the ones that started highest, which are the orbitals of lowest energy. Whether the run gets that close, and with the right number of electrons, depends on the choice of branches and is not addressed here. Rounding, and the truncation of small matrix elements used for linear scaling, are also left out.

```lean
/-- SP2 keeps the order of levels in `[0,1]`: two eigenvectors of `X` with levels in `[0,1]` keep
satisfying eigenvalue equations after purification, and their new levels are ordered as the old
ones. -/
theorem levels_keep_order (l : List Branch) (X : Matrix n n ℂ) (v w : n → ℂ) {x y : ℝ}
    (hx : x ∈ Icc (0 : ℝ) 1) (hy : y ∈ Icc (0 : ℝ) 1)
    (hv : X *ᵥ v = (x : ℂ) • v) (hw : X *ᵥ w = (y : ℂ) • w) :
    purify l X *ᵥ v = ((purify l x : ℝ) : ℂ) • v ∧
      purify l X *ᵥ w = ((purify l y : ℝ) : ℂ) • w ∧
      (purify l x < purify l y ↔ x < y) :=
  ⟨purify_mulVec l X v x hv, purify_mulVec l X w y hw,
    (purify_preserves_order l).2.2.2.lt_iff_lt hx hy⟩
```

Two coupled sites make a concrete case. Let X have diagonal elements 1/2 and off-diagonal elements 1/4. The normalised eigenvectors are (1, −1)/√2 and (1, 1)/√2, with levels 1/2 − 1/4 = 1/4 and 1/2 + 1/4 = 3/4. Apply `lower` and then `raise`:

1/4 → 1/16 → 2/16 − 1/256 = 31/256 ≈ 0.121

3/4 → 9/16 → 18/16 − 81/256 = 207/256 ≈ 0.809.

The matrix gives the same numbers. Its square has diagonal 5/16 and off-diagonal 1/4, and the second step produces diagonal 119/256 and off-diagonal 88/256. The levels are then (119 ∓ 88)/256, again 31/256 and 207/256, in the original order.

The code checks the two starting eigenvalue equations, using the unnormalised vectors (1, −1) and (1, 1).

```lean
/-- A coupled two-site matrix whose antisymmetric and symmetric vectors have levels
1/4 and 3/4. -/
theorem levels_keep_order_witness :
    (!![1/2, 1/4; 1/4, 1/2] : Matrix (Fin 2) (Fin 2) ℂ) *ᵥ ![1, -1]
        = ((1/4 : ℝ) : ℂ) • ![1, -1] ∧
      (!![1/2, 1/4; 1/4, 1/2] : Matrix (Fin 2) (Fin 2) ℂ) *ᵥ ![1, 1]
        = ((3/4 : ℝ) : ℂ) • ![1, 1] := by
  constructor <;> ext j <;> fin_cases j <;>
    simp [Matrix.mulVec, dotProduct, Fin.sum_univ_succ] <;> norm_num
```

## Levels below 0 or above 1

The scaling of the Hamiltonian relies on bounds for its spectrum. If a bound is too tight, some level starts outside [0,1], and the guarantee fails however small the excess δ > 0 is. Below the interval, −δ < 0 but

lower(−δ) = δ² > 0 = lower(0).

Above it, 1 < 1 + δ but

raise(1 + δ) = 2(1 + δ) − (1 + δ)² = 1 − δ² < 1 = raise(1).

A single step is enough to reverse a pair, so for arbitrary lists the interval can't be extended at either end. Each end is spoiled by one particular branch, and a run that avoids that branch may still keep the order. In the proof, the positivity of δ² settles both inequalities.

```lean
/-- At any distance `δ` outside `[0,1]` order can be lost: `lower` reverses the pair `-δ < 0`,
and `raise` reverses the pair `1 < 1 + δ`. -/
theorem order_reversed_outside {δ : ℝ} (hδ : 0 < δ) :
    Branch.lower.step (0 : ℝ) < Branch.lower.step (-δ) ∧
      Branch.raise.step (1 + δ) < Branch.raise.step (1 : ℝ) := by
  have h : 0 < δ ^ 2 := pow_pos hδ 2
  simp only [Branch.step]
  constructor <;> nlinarith

end SP2LevelOrder
```

```lean
#print axioms SP2LevelOrder.purify_fractional
#print axioms SP2LevelOrder.purify_particle_hole
#print axioms SP2LevelOrder.levels_keep_order
#print axioms SP2LevelOrder.order_reversed_outside
```

```
'SP2LevelOrder.purify_fractional' depends on axioms: [propext, Classical.choice, Quot.sound]
'SP2LevelOrder.purify_particle_hole' depends on axioms: [propext]
'SP2LevelOrder.levels_keep_order' depends on axioms: [propext, Classical.choice, Quot.sound]
'SP2LevelOrder.order_reversed_outside' depends on axioms: [propext, Classical.choice, Quot.sound]
```
